# Undriven linear-response amplitudes with Hermitian A and symmetric B conserve their symplectic norm

Before an excitation is propagated in real time, its amplitudes can be scaled so that the squared length of the excitation part minus that of the de-excitation part equals one, provided that this difference is positive to begin with. Transition moments formed from the propagated amplitudes depend on that scaling. For undriven response equations in a finite basis, without memory and with the matrix symmetries of the title, the scaling stays valid, so a drift in the recorded value points to the time integrator or to matrices that lack these symmetries.

## Amplitudes and their equation of motion

Let $X(t)$ and $Y(t)$ be complex vectors of excitation and de-excitation amplitudes, with one component for each particle-hole pair. In units with $\hbar=1$ they obey

$$i\dot X = AX+BY,\qquad i\dot Y=-\bar B X-\bar A Y,$$

where the bar conjugates every entry. In the random-phase approximation (RPA) and in adiabatic time-dependent density functional theory (TDDFT), $A$ holds the orbital-energy differences and the couplings among excitations, and $B$ couples excitations to de-excitations. That a given electronic-structure method linearises to this equation, with $A$ Hermitian and $B$ symmetric, is assumed here and not derived.

In Lean the pairs are labelled by a finite type `n`, and an amplitude vector is a function `n → ℂ`.

```lean
import Mathlib

open Matrix Complex

namespace LinearResponseNorm

noncomputable section

variable {n : Type*} [Fintype n]
```

The two block rows of the response matrix are separate maps; `M.map star` is $\bar M$.

```lean
/-- Upper block row of the response matrix: `A X + B Y`. -/
def responseX (A B : Matrix n n ℂ) (X Y : n → ℂ) : n → ℂ :=
  A *ᵥ X + B *ᵥ Y

/-- Lower block row of the response matrix: `-conj B X - conj A Y`. -/
def responseY (A B : Matrix n n ℂ) (X Y : n → ℂ) : n → ℂ :=
  -(B.map star *ᵥ X) - A.map star *ᵥ Y
```

The predicate `IsResponse` requires both amplitudes to be differentiable and to satisfy the equation at every real time. The matrices may depend on time, and constant matrices are a special case. A driving field or a kernel with memory would need a different equation.

```lean
/-- The differentiable amplitudes `(X, Y)` obey the linear-response equation
`i d/dt (X, Y) = [[A, B], [-conj B, -conj A]] (X, Y)` at all times. -/
def IsResponse (A B : ℝ → Matrix n n ℂ) (X Y : ℝ → n → ℂ) : Prop :=
  Differentiable ℝ X ∧ Differentiable ℝ Y ∧ ∀ t,
    I • deriv X t = responseX (A t) (B t) (X t) (Y t) ∧
    I • deriv Y t = responseY (A t) (B t) (X t) (Y t)
```

For two pairs of amplitudes, labelled 1 and 2, define

$$\langle 1,2\rangle = X_1^\dagger X_2-Y_1^\dagger Y_2 .$$

Despite its Lean name, `metricProduct` is not positive definite.

```lean
/-- The indefinite product `X₁† X₂ - Y₁† Y₂` of two pairs of amplitudes. -/
def metricProduct (X₁ Y₁ X₂ Y₂ : n → ℂ) : ℂ :=
  star X₁ ⬝ᵥ X₂ - star Y₁ ⬝ᵥ Y₂
```

The quantity `symplecticNorm` is likewise not a norm in the usual sense: it is quadratic in the amplitudes and can be zero or negative. In its definition, `‖X i‖` is the modulus of one component.

```lean
/-- The symplectic norm `∑ |X i|² - ∑ |Y i|²`. -/
def symplecticNorm (X Y : n → ℂ) : ℝ :=
  ∑ i, ‖X i‖ ^ 2 - ∑ i, ‖Y i‖ ^ 2
```

## (a) Moving a matrix across the Hermitian product

**Task.** For a square matrix $M$ and vectors $x,y$, show that

$$x^\dagger M^\dagger y=(Mx)^\dagger y .$$

**Solution.** Write out the components and exchange the sums:

$$\sum_i \bar x_i\sum_j \overline{M_{ji}}\,y_j=\sum_j\overline{\Big(\sum_i M_{ji}x_i\Big)}\,y_j .$$

Lean obtains this from two library identities, one for the conjugate of a matrix-vector product and one for regrouping the factors.

```lean
/-- A matrix moves to the other side of the Hermitian product as its adjoint. -/
theorem adjoint_move (M : Matrix n n ℂ) (x y : n → ℂ) :
    star x ⬝ᵥ Mᴴ *ᵥ y = star (M *ᵥ x) ⬝ᵥ y := by
  rw [Matrix.star_mulVec, Matrix.dotProduct_mulVec]
```

## (b) Which matrices make the response self-adjoint

**Task.** Let $R$ be the response matrix, acting on pairs $(X,Y)$. Show that

$$\langle 1,R\,2\rangle=\langle R\,1,2\rangle\ \text{ for all pairs}\quad\Longleftrightarrow\quad A^\dagger=A,\ B^T=B .$$

**Solution.** The two sides expand to

$$\langle 1,R\,2\rangle=X_1^\dagger AX_2+X_1^\dagger BY_2+Y_1^\dagger\bar BX_2+Y_1^\dagger\bar AY_2,$$

$$\langle R\,1,2\rangle=X_1^\dagger A^\dagger X_2+X_1^\dagger B^TY_2+Y_1^\dagger B^\dagger X_2+Y_1^\dagger A^TY_2 .$$

If $A^\dagger=A$ and $B^T=B$, then also $A^T=\bar A$ and $B^\dagger=\bar B$, and the expressions agree term by term.

Conversely, let $e_i$ be the $i$-th unit vector. Taking $X_1=e_i$, $X_2=e_j$ and $Y_1=Y_2=0$ gives $A_{ij}=\overline{A_{ji}}$. Taking $X_1=e_i$, $Y_2=e_j$ and $Y_1=X_2=0$ gives $B_{ij}=B_{ji}$.

In the Lean proof the unit vectors are `Pi.single i 1`. For the other direction, `e1` to `e4` apply part (a) to the four blocks, and `linear_combination` adds them.

```lean
/-- The response matrix is self-adjoint for the indefinite product exactly when
`A` is Hermitian and `B` is symmetric. -/
theorem selfAdjoint_iff (A B : Matrix n n ℂ) :
    (∀ X₁ Y₁ X₂ Y₂ : n → ℂ,
      metricProduct X₁ Y₁ (responseX A B X₂ Y₂) (responseY A B X₂ Y₂) =
      metricProduct (responseX A B X₁ Y₁) (responseY A B X₁ Y₁) X₂ Y₂) ↔
    A.IsHermitian ∧ B.IsSymm := by
  classical
  constructor
  · intro h
    have hs : ∀ i, star (Pi.single i 1 : n → ℂ) = Pi.single i 1 := by
      intro i
      ext k
      by_cases hk : k = i
      · subst hk; simp
      · simp [hk]
    -- unit vectors read off the single matrix elements
    constructor
    · refine Matrix.IsHermitian.ext fun i j => ?_
      simpa [metricProduct, responseX, responseY, hs] using
        (h (Pi.single i 1) 0 (Pi.single j 1) 0).symm
    · refine Matrix.IsSymm.ext fun i j => ?_
      simpa [metricProduct, responseX, responseY, hs] using
        (h (Pi.single i 1) 0 0 (Pi.single j 1)).symm
  · rintro ⟨hA, hB⟩ X₁ Y₁ X₂ Y₂
    have b1 : (B.map star)ᴴ = B := by
      ext i j
      show star (star (B j i)) = B i j
      rw [star_star, hB.apply i j]
    have b2 : Bᴴ = B.map star := by
      ext i j
      show star (B j i) = star (B i j)
      rw [hB.apply i j]
    have a1 : (A.map star)ᴴ = A.map star := by
      ext i j
      show star (star (A j i)) = star (A i j)
      rw [hA.apply i j]
    -- move each of the four blocks to the other side
    have e1 := adjoint_move A X₁ X₂
    have e2 := adjoint_move (B.map star) X₁ Y₂
    have e3 := adjoint_move B Y₁ X₂
    have e4 := adjoint_move (A.map star) Y₁ Y₂
    rw [hA.eq] at e1
    rw [b1] at e2
    rw [b2] at e3
    rw [a1] at e4
    simp only [metricProduct, responseX, responseY, dotProduct_add, dotProduct_sub,
      dotProduct_neg, add_dotProduct, sub_dotProduct, neg_dotProduct, star_add,
      star_sub, star_neg]
    linear_combination e1 + e2 + e3 + e4
```

## (c) Differentiating an overlap

**Task.** For vectors $u(t)$ and $v(t)$ that are differentiable at $t$, show that

$$\frac{d}{dt}\,u^\dagger v=\dot u^\dagger v+u^\dagger\dot v .$$

**Solution.** Time is real, so conjugation commutes with the derivative. Each term of the sum gives

$$\frac{d}{dt}(\bar u_iv_i)=\overline{\dot u_i}\,v_i+\bar u_i\dot v_i,$$

and summing over $i$ gives the claim. Lean follows the same route: `hasDerivAt_pi` passes to components, and `HasDerivAt.fun_sum` adds the terms.

```lean
/-- Product rule for the Hermitian product of two time-dependent vectors. -/
theorem hasDerivAt_overlap {u v : ℝ → n → ℂ} {u' v' : n → ℂ} {t : ℝ}
    (hu : HasDerivAt u u' t) (hv : HasDerivAt v v' t) :
    HasDerivAt (fun s => star (u s) ⬝ᵥ v s) (star u' ⬝ᵥ v t + star (u t) ⬝ᵥ v') t := by
  simp only [dotProduct, Pi.star_apply, ← Finset.sum_add_distrib]
  exact HasDerivAt.fun_sum fun i _ =>
    (hasDerivAt_pi.1 hu i).star.fun_mul (hasDerivAt_pi.1 hv i)
```

## (d) The product of two solutions

**Task.** Let $(X_1,Y_1)$ and $(X_2,Y_2)$ solve the same response equation, with $A(t)$ Hermitian and $B(t)$ symmetric at all times. Show that for any times $t,s$

$$\langle 1,2\rangle(t)=\langle 1,2\rangle(s).$$

**Solution.** Both solutions have time derivative $-iR$ applied to the pair. The product is conjugate-linear in its first entry, so part (c) gives

$$\frac{d}{dt}\langle 1,2\rangle=\langle -iR\,1,2\rangle+\langle 1,-iR\,2\rangle
= i\langle R\,1,2\rangle-i\langle 1,R\,2\rangle=0$$

by part (b). A function whose derivative vanishes on the whole real line is constant. The matrices themselves are never differentiated, so they need not be differentiable in time. A sudden jump is a different matter: it generally leaves the amplitudes without a derivative at that instant, which `IsResponse` excludes.

In Lean, `solve` isolates the time derivatives, `e` is the self-adjointness at time `r`, and `linear_combination (-I) * e` makes the derivative zero.

```lean
/-- For `A` Hermitian and `B` symmetric at all times, the indefinite product of any
two solutions of the linear-response equation is constant in time. -/
theorem metricProduct_conserved {A B : ℝ → Matrix n n ℂ} {X₁ Y₁ X₂ Y₂ : ℝ → n → ℂ}
    (hA : ∀ t, (A t).IsHermitian) (hB : ∀ t, (B t).IsSymm)
    (h₁ : IsResponse A B X₁ Y₁) (h₂ : IsResponse A B X₂ Y₂) (t s : ℝ) :
    metricProduct (X₁ t) (Y₁ t) (X₂ t) (Y₂ t) =
      metricProduct (X₁ s) (Y₁ s) (X₂ s) (Y₂ s) := by
  have solve : ∀ d p : n → ℂ, I • d = p → d = (-I) • p := by
    intro d p h
    rw [← h, smul_smul]
    simp
  have hI : star (-I) = I := by simp
  have key : ∀ r, HasDerivAt
      (fun r => metricProduct (X₁ r) (Y₁ r) (X₂ r) (Y₂ r)) 0 r := by
    intro r
    have hd := (hasDerivAt_overlap (h₁.1 r).hasDerivAt (h₂.1 r).hasDerivAt).fun_sub
      (hasDerivAt_overlap (h₁.2.1 r).hasDerivAt (h₂.2.1 r).hasDerivAt)
    refine hd.congr_deriv ?_
    -- insert the equations of motion and use self-adjointness
    have e := (selfAdjoint_iff (A r) (B r)).2 ⟨hA r, hB r⟩ (X₁ r) (Y₁ r) (X₂ r) (Y₂ r)
    rw [solve _ _ (h₁.2.2 r).1, solve _ _ (h₁.2.2 r).2,
      solve _ _ (h₂.2.2 r).1, solve _ _ (h₂.2.2 r).2]
    simp only [metricProduct] at e
    simp only [star_smul, hI, smul_dotProduct, dotProduct_smul, smul_eq_mul]
    linear_combination (-I) * e
  exact is_const_of_deriv_eq_zero (fun r => (key r).differentiableAt)
    (fun r => (key r).deriv) t s
```

## (e) The norm of one solution

**Task.** Under the same conditions on $A$ and $B$, show for a single solution that

$$\sum_i|X_i(t)|^2-\sum_i|Y_i(t)|^2=\sum_i|X_i(s)|^2-\sum_i|Y_i(s)|^2 .$$

**Solution.** Set both solutions in part (d) equal to $(X,Y)$. Since $\bar z z=|z|^2$, the product $\langle 1,1\rangle$ is the stated difference.

The norm is real and the product complex, so Lean's `cast` identifies the two inside ℂ, and the injectivity of the embedding ℝ → ℂ brings the equality back to real numbers.

If a propagation keeps $Y=\bar X$, as for the response to a Hermitian perturbation, the difference is zero by construction and monitoring it tells nothing. The check can reveal a fault when the propagation starts from amplitudes with a nonzero difference, for example from an eigenmode scaled to difference one.

```lean
/-- For `A` Hermitian and `B` symmetric at all times, every solution of the
linear-response equation keeps `∑ |X i|² - ∑ |Y i|²` constant in time. -/
theorem symplecticNorm_conserved {A B : ℝ → Matrix n n ℂ} {X Y : ℝ → n → ℂ}
    (hA : ∀ t, (A t).IsHermitian) (hB : ∀ t, (B t).IsSymm)
    (h : IsResponse A B X Y) (t s : ℝ) :
    symplecticNorm (X t) (Y t) = symplecticNorm (X s) (Y s) := by
  have cast : ∀ x y : n → ℂ, ((symplecticNorm x y : ℝ) : ℂ) = metricProduct x y x y := by
    intro x y
    simp [symplecticNorm, metricProduct, dotProduct, Complex.conj_mul']
  apply Complex.ofReal_injective
  rw [cast, cast]
  exact metricProduct_conserved hA hB h h t s
```

## (f) A second solution by conjugation and exchange

**Task.** Show that

$$(X,Y)\ \text{is a solution}\quad\Longrightarrow\quad(\bar Y,\bar X)\ \text{is a solution}.$$

**Solution.** Conjugate the lower equation and multiply by $-1$:

$$i\dot{\bar Y}=A\bar Y+B\bar X .$$

This is the upper equation for the new pair. The upper equation, treated in the same way, gives

$$i\dot{\bar X}=-\bar B\bar Y-\bar A\bar X,$$

which is the new lower equation. Neither symmetry of $A$ or $B$ is used.

In Lean, `congrArg star` conjugates each equation, and the final `linear_combination` supplies the factor $-1$.

```lean
/-- If `(X, Y)` solves the linear-response equation, so does `(conj Y, conj X)`. -/
theorem IsResponse.conj_swap {A B : ℝ → Matrix n n ℂ} {X Y : ℝ → n → ℂ}
    (h : IsResponse A B X Y) :
    IsResponse A B (fun t => star (Y t)) (fun t => star (X t)) := by
  obtain ⟨hX, hY, h⟩ := h
  have hm : ∀ (M : Matrix n n ℂ) (v : n → ℂ), star (M *ᵥ v) = M.map star *ᵥ star v := by
    intro M v
    ext i
    simp [mulVec, dotProduct]
  have hmm : ∀ M : Matrix n n ℂ, (M.map star).map star = M := by
    intro M
    ext i j
    exact star_star (M i j)
  have hI : star I = -I := Complex.conj_I
  refine ⟨fun t => (hY t).hasDerivAt.star.differentiableAt,
    fun t => (hX t).hasDerivAt.star.differentiableAt, fun t => ?_⟩
  have dX : deriv (fun s => star (X s)) t = star (deriv X t) :=
    (hX t).hasDerivAt.star.deriv
  have dY : deriv (fun s => star (Y s)) t = star (deriv Y t) :=
    (hY t).hasDerivAt.star.deriv
  -- conjugation exchanges the two block rows
  constructor
  · have e := congrArg star (h t).2
    simp only [responseY, star_smul, star_sub, star_neg, hm, hmm, hI] at e
    rw [dY]
    simp only [responseX]
    linear_combination (norm := module) (-1 : ℂ) • e
  · have e := congrArg star (h t).1
    simp only [responseX, star_smul, star_add, hm, hI] at e
    rw [dX]
    simp only [responseY]
    linear_combination (norm := module) (-1 : ℂ) • e
```

## (g) A conserved form without conjugation

**Task.** For two solutions as in part (d), show that

$$\big(Y_1^TX_2-X_1^TY_2\big)(t)=\big(Y_1^TX_2-X_1^TY_2\big)(s).$$

**Solution.** By part (f), $(\bar Y_1,\bar X_1)$ is a solution. Use it as the first solution in part (d). The conserved product is then

$$(\bar Y_1)^\dagger X_2-(\bar X_1)^\dagger Y_2=Y_1^TX_2-X_1^TY_2 .$$

This form changes sign when the two solutions are exchanged, and it is the one to which the word "symplectic" strictly applies. The Lean proof makes the same substitution and removes the double conjugation with `star_star`.

```lean
/-- For `A` Hermitian and `B` symmetric at all times, the bilinear form
`Y₁ᵀ X₂ - X₁ᵀ Y₂` of two solutions is constant in time. -/
theorem bilinear_conserved {A B : ℝ → Matrix n n ℂ} {X₁ Y₁ X₂ Y₂ : ℝ → n → ℂ}
    (hA : ∀ t, (A t).IsHermitian) (hB : ∀ t, (B t).IsSymm)
    (h₁ : IsResponse A B X₁ Y₁) (h₂ : IsResponse A B X₂ Y₂) (t s : ℝ) :
    Y₁ t ⬝ᵥ X₂ t - X₁ t ⬝ᵥ Y₂ t = Y₁ s ⬝ᵥ X₂ s - X₁ s ⬝ᵥ Y₂ s := by
  simpa only [metricProduct, star_star] using
    metricProduct_conserved hA hB h₁.conj_swap h₂ t s
```

## (h) The sum of squares can grow

**Task.** For one mode with $A=0$ and $B=1$, show that $X=\cosh t$, $Y=i\sinh t$ is a solution and that

$$|X|^2+|Y|^2=\cosh 2t .$$

**Solution.** The equations reduce to $i\dot X=Y$ and $i\dot Y=-X$. Indeed

$$i\dot X=i\sinh t=Y,\qquad i\dot Y=i\cdot i\cosh t=-\cosh t=-X .$$

The sum of squares is $\cosh^2t+\sinh^2t=\cosh2t$, which equals 1 at $t=0$ and grows without bound. The difference is $\cosh^2t-\sinh^2t=1$ at all times, in agreement with part (e). The eigenfrequencies of this model are $\pm i$, so it describes an unstable reference state. Conservation of the symplectic norm therefore does not keep the amplitudes bounded.

In Lean the single mode is indexed by `Fin 1`. The derivatives `dX` and `dY` are inserted into the two equations, and `Real.cosh_two_mul` gives the last identity.

```lean
/-- For one mode with `A = 0` and `B = 1`, the amplitudes `X = cosh t`, `Y = i sinh t`
solve the linear-response equation, and `|X|² + |Y|² = cosh 2t`. -/
theorem response_witness :
    IsResponse (n := Fin 1) (fun _ => 0) (fun _ => 1)
      (fun t _ => (Real.cosh t : ℂ)) (fun t _ => I * (Real.sinh t : ℂ)) ∧
    ∀ t : ℝ, ‖(Real.cosh t : ℂ)‖ ^ 2 + ‖I * (Real.sinh t : ℂ)‖ ^ 2 =
      Real.cosh (2 * t) := by
  have dX : ∀ t : ℝ, HasDerivAt (fun (t : ℝ) (_ : Fin 1) => (Real.cosh t : ℂ))
      (fun _ => (Real.sinh t : ℂ)) t := fun t =>
    hasDerivAt_pi.2 fun _ => (Real.hasDerivAt_cosh t).ofReal_comp
  have dY : ∀ t : ℝ, HasDerivAt (fun (t : ℝ) (_ : Fin 1) => I * (Real.sinh t : ℂ))
      (fun _ => I * (Real.cosh t : ℂ)) t := fun t =>
    hasDerivAt_pi.2 fun _ => ((Real.hasDerivAt_sinh t).ofReal_comp).const_mul I
  refine ⟨⟨fun t => (dX t).differentiableAt, fun t => (dY t).differentiableAt,
    fun t => ⟨?_, ?_⟩⟩, fun t => ?_⟩
  · rw [(dX t).deriv]
    ext i
    fin_cases i
    simp [responseX]
  · rw [(dY t).deriv]
    ext i
    fin_cases i
    simp [responseY, ← mul_assoc]
  · rw [norm_mul, Complex.norm_I, one_mul, Complex.norm_real, Complex.norm_real,
      Real.norm_eq_abs, Real.norm_eq_abs, sq_abs, sq_abs, Real.cosh_two_mul]

end

end LinearResponseNorm
```

```lean
#print axioms LinearResponseNorm.symplecticNorm_conserved
#print axioms LinearResponseNorm.bilinear_conserved
```

```
'LinearResponseNorm.symplecticNorm_conserved' depends on axioms: [propext, Classical.choice, Quot.sound]
'LinearResponseNorm.bilinear_conserved' depends on axioms: [propext, Classical.choice, Quot.sound]
```
